# At their optimal densities, a partially polarised electron gas with only kinetic and exchange energy lies above the unpolarised one

Compare two uniform electron gases without correlation, one unpolarised and one partially spin-polarised, at the same low density. Polarising gains more exchange energy there than it costs in kinetic energy, so the partially polarised gas has the lower energy. It would be wrong to conclude that a gas free to choose its density gains by polarising partially. Once each gas has relaxed to its own best density, the order is reversed.

Let $n$ be the density, $x=n^{1/3}$, and $z=(n_\uparrow-n_\downarrow)/n$ the spin polarisation, usually written $\zeta$, with $|z|\le 1$. The energy per electron is

$$E(x)=A\,\varphi_{5/3}(z)\,x^2-B\,\varphi_{4/3}(z)\,x,\qquad \varphi_p(z)=\frac{(1+z)^p+(1-z)^p}{2}.$$

The constant $A>0$ stands for the kinetic cost of filling the Fermi sea, and $B>0$ for the exchange energy gained because electrons of like spin avoid each other. The claim is that the minimum of $E$ over $x>0$ is at least $-B^2/(4A)$, with equality exactly for $z=-1,0,1$.

## Relaxing the density

At least one of $1+z$ and $1-z$ is positive and neither is negative, so $\varphi_p(z)>0$. Put $a=A\varphi_{5/3}(z)>0$ and $b=B\varphi_{4/3}(z)>0$. Completing the square gives

$$ax^2-bx=-\frac{b^2}{4a}+a\Bigl(x-\frac{b}{2a}\Bigr)^2 .$$

The minimum lies at $x=b/(2a)>0$ and has the value

$$E_{\min}(z)=-\frac{B^2}{4A}\,\frac{\varphi_{4/3}^2}{\varphi_{5/3}}
=-\frac{B^2}{4A}+\frac{B^2}{4A}\,\frac{\varphi_{5/3}-\varphi_{4/3}^2}{\varphi_{5/3}} .$$

The last term is the penalty for polarisation, and its sign is that of $\varphi_{5/3}-\varphi_{4/3}^2$.

## The penalty as a square

Let $u=(1+z)^{1/3}$ and $v=(1-z)^{1/3}$. Then $u^3+v^3=2$ and $u^3v^3=1-z^2$. Using the first relation to write $\varphi_{5/3}=(u^5+v^5)/2=(u^3+v^3)(u^5+v^5)/4$, we find

$$\varphi_{5/3}-\varphi_{4/3}^2=\frac{(u^3+v^3)(u^5+v^5)-(u^4+v^4)^2}{4}
=\frac{u^3v^5+u^5v^3-2u^4v^4}{4}=\frac{(1-z^2)(u-v)^2}{4}\ge 0 .$$

This vanishes only if $z=\pm1$ or $u=v$. In the second case $1+z=1-z$, so $z=0$.

At $z=1$ the factors are $\varphi_{4/3}=2^{1/3}$ and $\varphi_{5/3}=2^{2/3}$. The optimal $x$ is therefore $2^{-1/3}B/(2A)$, against $B/(2A)$ for the unpolarised gas. The fully polarised gas reaches the same minimum at half the density.

## Jellium at half polarisation

For electrons in a uniform neutralising background, in Hartree atomic units, $A=\tfrac{3}{10}(3\pi^2)^{2/3}\approx2.871$ and $B=\tfrac34(3/\pi)^{1/3}\approx0.7386$. Let $r_s$ be the radius of a sphere that holds one electron on average. At $r_s=10$ the gas with $z=1/2$ lies about 1.1 millihartree per electron below the unpolarised gas.

Now minimise each energy over the density. The unpolarised gas reaches $-0.0475$ hartree near $r_s=4.8$. For $z=1/2$ the ratio $\varphi_{4/3}^2/\varphi_{5/3}$ is about $0.980$, and the minimum lies about 1.0 millihartree higher. Relaxing the volume at each of two fixed spin moments makes the same kind of comparison, between the minima of two energy curves. For this uniform gas without correlation, the result settles the order when one curve is unpolarised and the other partially polarised.

## The two-dimensional gas

In two dimensions the exponents are $2$ for kinetic energy and $3/2$ for exchange, and $x=n^{1/2}$. With $u=(1+z)^{1/2}$ and $v=(1-z)^{1/2}$ we have $u^2+v^2=2$, and the same expansion gives

$$\varphi_2-\varphi_{3/2}^2=\frac{u^2v^2(u-v)^2}{4}=\frac{(1-z^2)(u-v)^2}{4}.$$

The bound and its equality cases follow as before. The Lean development below treats the three-dimensional exponents.

## The energy and its stationary point in Lean

All quantities are real numbers.

```lean
import Mathlib

open Set

namespace SpinScalingRelaxation

noncomputable section
```

The exponent `p` is an argument of `phi`. In gradient-corrected functionals the letter $\phi$ often means the single case $p=2/3$, which plays no part here.

```lean
/-- The spin-scaling factor `((1+z)^p + (1-z)^p)/2` at polarisation `z`, for `|z| ≤ 1`. -/
def phi (p z : ℝ) : ℝ := ((1 + z) ^ p + (1 - z) ^ p) / 2
```

The next definition contains the physical model. That a uniform gas has this energy is put in by definition and not derived from a Hamiltonian, and correlation is left out. This is the step from the theorems to a real electron gas that no hypothesis supplies.

```lean
/-- Kinetic plus exchange energy per electron of a uniform gas with polarisation `z`,
where `x` is the cube root of the density. -/
def energy (A B z x : ℝ) : ℝ :=
  A * phi (5 / 3) z * x ^ 2 - B * phi (4 / 3) z * x
```

Two closed formulas follow, for $b/(2a)$ and $-b^2/(4a)$. Their names claim nothing yet. For $A>0$ and $|z|\le1$, `energy_eq_relaxed_add` below shows that the energy is least at `optimalX`, where it equals `relaxedEnergy`. The main theorem, which also assumes $B>0$, states that this value is the minimum over $x>0$. In Lean, `-B ^ 2` means $-(B^2)$, and the minus sign in `relaxedEnergy` likewise stands outside the square.

```lean
/-- The stationary point of the energy in `x`, for `A ≠ 0` and `|z| ≤ 1`. -/
def optimalX (A B z : ℝ) : ℝ :=
  B * phi (4 / 3) z / (2 * (A * phi (5 / 3) z))

/-- The value of the energy at its stationary point in `x`, for `A ≠ 0` and `|z| ≤ 1`. -/
def relaxedEnergy (A B z : ℝ) : ℝ :=
  -(B * phi (4 / 3) z) ^ 2 / (4 * (A * phi (5 / 3) z))
```

## From cube roots to the gap

The first lemma turns fractional powers into whole powers of a cube root. For $a\ge0$ it gives $a^{4/3}=(a^{1/3})^4$, $a^{5/3}=(a^{1/3})^5$ and $(a^{1/3})^3=a$.

```lean
/-- For `a ≥ 0`, the powers 4/3 and 5/3 of `a` are the fourth and fifth powers of `a ^ (1/3)`, and
the cube of `a ^ (1/3)` is `a`. -/
theorem rpow_thirds {a : ℝ} (ha : 0 ≤ a) :
    a ^ (4 / 3 : ℝ) = (a ^ (1 / 3 : ℝ)) ^ 4 ∧ a ^ (5 / 3 : ℝ) = (a ^ (1 / 3 : ℝ)) ^ 5 ∧
      (a ^ (1 / 3 : ℝ)) ^ 3 = a := by
  refine ⟨?_, ?_, ?_⟩ <;>
    rw [← Real.rpow_natCast, ← Real.rpow_mul ha] <;> norm_num
```

Positivity of $\varphi_p$ is proved by cases on the sign of $z$. For $z\ge0$ the majority term $(1+z)^p$ is positive, and for $z\le0$ it is $(1-z)^p$.

```lean
/-- The spin-scaling factor is positive for every polarisation with `|z| ≤ 1`. -/
theorem phi_pos (p : ℝ) {z : ℝ} (hz : |z| ≤ 1) : 0 < phi p z := by
  obtain ⟨h1, h2⟩ := abs_le.mp hz
  have hu : 0 ≤ (1 + z) ^ p := Real.rpow_nonneg (by linarith) p
  have hv : 0 ≤ (1 - z) ^ p := Real.rpow_nonneg (by linarith) p
  unfold phi
  -- at least one spin channel is occupied
  rcases le_total 0 z with h | h
  · have : 0 < (1 + z) ^ p := Real.rpow_pos_of_pos (by linarith) p
    linarith
  · have : 0 < (1 - z) ^ p := Real.rpow_pos_of_pos (by linarith) p
    linarith
```

The identity for the gap is first proved for arbitrary `u` and `v` with $u^3=1+z$ and $v^3=1-z$. The facts `hs` and `hp` are the two relations $u^3+v^3=2$ and $1-z^2=u^3v^3$. The `linear_combination` step uses them with the same multipliers, up to sign, as the derivation above, and the remaining polynomial identity is checked by expansion.

```lean
/-- For `|z| ≤ 1` the kinetic factor exceeds the square of the exchange factor by
`(1 - z²)/4` times the squared difference of the cube roots of `1 + z` and `1 - z`. -/
theorem phi_gap {z : ℝ} (hz : |z| ≤ 1) :
    phi (5 / 3) z - phi (4 / 3) z ^ 2 =
      (1 - z ^ 2) * ((1 + z) ^ (1 / 3 : ℝ) - (1 - z) ^ (1 / 3 : ℝ)) ^ 2 / 4 := by
  obtain ⟨h1, h2⟩ := abs_le.mp hz
  obtain ⟨u4, u5, u3⟩ := rpow_thirds (show 0 ≤ 1 + z by linarith)
  obtain ⟨v4, v5, v3⟩ := rpow_thirds (show 0 ≤ 1 - z by linarith)
  -- the identity in terms of the two cube roots
  have key : ∀ u v : ℝ, u ^ 3 = 1 + z → v ^ 3 = 1 - z →
      (u ^ 5 + v ^ 5) / 2 - ((u ^ 4 + v ^ 4) / 2) ^ 2 = (1 - z ^ 2) * (u - v) ^ 2 / 4 := by
    intro u v hu hv
    have hs : u ^ 3 + v ^ 3 = 2 := by rw [hu, hv]; ring
    have hp : 1 - z ^ 2 = u ^ 3 * v ^ 3 := by rw [hu, hv]; ring
    linear_combination (-(u ^ 5 + v ^ 5) / 4) * hs - ((u - v) ^ 2 / 4) * hp
  unfold phi
  rw [u4, u5, v4, v5]
  exact key _ _ u3 v3
```

For the equality cases, a vanishing gap means that one factor of the product is zero. If it is $1-z^2$, factorising gives $z=\pm1$. If it is the squared difference, the cube roots agree, and cubing them gives $1+z=1-z$. The converse substitutes the three values.

```lean
/-- For `|z| ≤ 1` the kinetic factor equals the square of the exchange factor exactly when
`z` is `-1`, `0` or `1`. -/
theorem phi_eq_sq_iff {z : ℝ} (hz : |z| ≤ 1) :
    phi (5 / 3) z = phi (4 / 3) z ^ 2 ↔ z = -1 ∨ z = 0 ∨ z = 1 := by
  have hgap := phi_gap hz
  obtain ⟨h1, h2⟩ := abs_le.mp hz
  constructor
  · intro h
    have h0 : (1 - z ^ 2) *
        ((1 + z) ^ (1 / 3 : ℝ) - (1 - z) ^ (1 / 3 : ℝ)) ^ 2 = 0 := by linarith
    rcases mul_eq_zero.mp h0 with h | h
    · have h' : (z + 1) * (z - 1) = 0 := by linear_combination -h
      rcases mul_eq_zero.mp h' with h | h
      · left; linarith
      · right; right; linarith
    · -- equal cube roots mean equal spin densities
      have huv := sub_eq_zero.mp (pow_eq_zero_iff (two_ne_zero)|>.mp h)
      have hu := (rpow_thirds (show 0 ≤ 1 + z by linarith)).2.2
      have hv := (rpow_thirds (show 0 ≤ 1 - z by linarith)).2.2
      rw [huv, hv] at hu
      right; left; linarith
  · intro h
    have h0 : (1 - z ^ 2) *
        ((1 + z) ^ (1 / 3 : ℝ) - (1 - z) ^ (1 / 3 : ℝ)) ^ 2 / 4 = 0 := by
      rcases h with rfl | rfl | rfl <;> norm_num
    linarith
```

## The minimum, its bound and the equality cases

Completing the square is stated for the energy itself. Inside the proof, `key` is the identity for general $a\neq0$ and $b$. It is then applied with $a=A\varphi_{5/3}(z)$, which is positive by `phi_pos`.

```lean
/-- For `A > 0` and `|z| ≤ 1` the energy is its stationary value plus a quadratic cost for
departing from the stationary point. -/
theorem energy_eq_relaxed_add {A z : ℝ} (B x : ℝ) (hA : 0 < A) (hz : |z| ≤ 1) :
    energy A B z x =
      relaxedEnergy A B z + A * phi (5 / 3) z * (x - optimalX A B z) ^ 2 := by
  have key : ∀ a b : ℝ, a ≠ 0 →
      a * x ^ 2 - b * x = -b ^ 2 / (4 * a) + a * (x - b / (2 * a)) ^ 2 := by
    intro a b ha
    have h : a * a⁻¹ = 1 := mul_inv_cancel₀ ha
    linear_combination (b * x - b ^ 2 * a⁻¹ / 4) * h
  exact key _ _ (mul_pos hA (phi_pos _ hz)).ne'
```

The main theorem has three parts. The set `energy A B z '' Ioi 0` contains all energies reached at some $x>0$, and `IsLeast` says that `relaxedEnergy A B z` belongs to this set and is a lower bound for it. The second part is the bound $-B^2/(4A)$, and the third lists the polarisations that attain it.

The auxiliary fact `pen` is the formula for $E_{\min}$ with the penalty split off. The proof then has five goals:

- `optimalX` is positive, as a quotient of positive numbers.
- The energy there is `relaxedEnergy`, because the square vanishes.
- No other $x$ gives less, because the square is nonnegative.
- The penalty is nonnegative, by `phi_gap`.
- The penalty vanishes exactly when $\varphi_{5/3}=\varphi_{4/3}^2$, which `phi_eq_sq_iff` translates into the three values of $z$.

```lean
/-- For `A, B > 0` and `|z| ≤ 1`, the minimum of the energy over all `x > 0` exists and is at
least `-B²/(4A)`, with equality exactly when `z` is `-1`, `0` or `1`. -/
theorem relaxation_disfavours_partial_polarisation {A B z : ℝ}
    (hA : 0 < A) (hB : 0 < B) (hz : |z| ≤ 1) :
    IsLeast (energy A B z '' Ioi 0) (relaxedEnergy A B z) ∧
      -B ^ 2 / (4 * A) ≤ relaxedEnergy A B z ∧
      (relaxedEnergy A B z = -B ^ 2 / (4 * A) ↔ z = -1 ∨ z = 0 ∨ z = 1) := by
  have h4 := phi_pos (4 / 3) hz
  have h5 := phi_pos (5 / 3) hz
  have hc : 0 < B ^ 2 / (4 * A) := by positivity
  -- the energy penalty of polarisation after relaxation
  have pen : relaxedEnergy A B z = -B ^ 2 / (4 * A) +
      B ^ 2 / (4 * A) * ((phi (5 / 3) z - phi (4 / 3) z ^ 2) / phi (5 / 3) z) := by
    have key : ∀ p q : ℝ, p ≠ 0 → -(B * q) ^ 2 / (4 * (A * p)) =
        -B ^ 2 / (4 * A) + B ^ 2 / (4 * A) * ((p - q ^ 2) / p) := by
      intro p q hp
      have h : p * p⁻¹ = 1 := mul_inv_cancel₀ hp
      linear_combination (-(B ^ 2 * A⁻¹ / 4)) * h
    exact key _ _ h5.ne'
  refine ⟨⟨⟨optimalX A B z, ?_, ?_⟩, ?_⟩, ?_, ?_⟩
  · exact div_pos (mul_pos hB h4) (mul_pos (by norm_num) (mul_pos hA h5))
  · rw [energy_eq_relaxed_add B _ hA hz, sub_self]
    ring
  · rintro _ ⟨x, -, rfl⟩
    rw [energy_eq_relaxed_add B x hA hz]
    have := mul_nonneg (mul_pos hA h5).le (sq_nonneg (x - optimalX A B z))
    linarith
  · have hg : 0 ≤ phi (5 / 3) z - phi (4 / 3) z ^ 2 := by
      rw [phi_gap hz]
      have : 0 ≤ 1 - z ^ 2 := by nlinarith [abs_le.mp hz]
      positivity
    have := mul_nonneg hc.le (div_nonneg hg h5.le)
    linarith
  · rw [← phi_eq_sq_iff hz]
    constructor
    · intro h
      have h0 := (mul_eq_zero.mp (add_eq_left.mp (pen.symm.trans h))).resolve_left hc.ne'
      exact sub_eq_zero.mp ((div_eq_zero_iff.mp h0).resolve_right h5.ne')
    · intro h
      rw [pen, sub_eq_zero.mpr h, zero_div, mul_zero, add_zero]
```

## Partial and full polarisation against the unpolarised gas

The next theorem compares a partially polarised gas at any density with the unpolarised gas at its optimum, $x=B/(2A)$. The inequality is strict. It is stated for every real `x`, of which the positive values are physical. The proof evaluates the unpolarised energy as $-B^2/(4A)$, uses the equality cases to make the bound strict for $z\ne0$ and $|z|<1$, and adds the nonnegative square.

```lean
/-- For `A, B > 0`, a partially polarised gas (`z ≠ 0`, `|z| < 1`) has, at every `x`, a
strictly higher energy than the unpolarised gas at `x = B/(2A)`. -/
theorem unpolarised_lt_partial {A B z : ℝ} (hA : 0 < A) (hB : 0 < B)
    (hz0 : z ≠ 0) (hz1 : |z| < 1) (x : ℝ) :
    energy A B 0 (B / (2 * A)) < energy A B z x := by
  have e0 : energy A B 0 (B / (2 * A)) = -B ^ 2 / (4 * A) := by
    have hphi : ∀ p : ℝ, phi p 0 = 1 := by intro p; norm_num [phi]
    have h : A * A⁻¹ = 1 := mul_inv_cancel₀ hA.ne'
    unfold energy
    rw [hphi, hphi]
    linear_combination (B ^ 2 * A⁻¹ / 4) * h
  obtain ⟨-, hle, hiff⟩ := relaxation_disfavours_partial_polarisation hA hB hz1.le
  have hne : relaxedEnergy A B z ≠ -B ^ 2 / (4 * A) := by
    intro h
    obtain ⟨h1, h2⟩ := abs_lt.mp hz1
    rcases hiff.mp h with h | h | h
    · linarith
    · exact hz0 h
    · linarith
  have hlt := lt_of_le_of_ne hle hne.symm
  have hsq := mul_nonneg (mul_pos hA (phi_pos (5 / 3) hz1.le)).le
    (sq_nonneg (x - optimalX A B z))
  rw [e0, energy_eq_relaxed_add B x hA hz1.le]
  linarith
```

The last theorem concerns the densities at which the common minimum is reached. It takes as hypotheses that the unpolarised gas has energy $-B^2/(4A)$ at `x₀` and the fully polarised gas has it at `x₁`. For $B>0$ the main theorem guarantees positive values of this kind.

At both polarisations the kinetic factor is the square of the exchange factor $c$. The condition on the energy then becomes $(2Acx-B)^2=0$, so $2Acx=B$; this is `key`. Since $c=1$ for the unpolarised gas and $c=2^{1/3}$ for the polarised one, $2^{1/3}x_1=x_0$. Cubing gives $x_1^3=x_0^3/2$.

```lean
/-- For `A > 0`, if the unpolarised gas has energy `-B²/(4A)` at `x₀` and the fully polarised
gas has that energy at `x₁`, then the density `x₁³` is half the density `x₀³`. -/
theorem polarised_density_half {A B x₀ x₁ : ℝ} (hA : 0 < A)
    (h₀ : energy A B 0 x₀ = -B ^ 2 / (4 * A))
    (h₁ : energy A B 1 x₁ = -B ^ 2 / (4 * A)) : x₁ ^ 3 = x₀ ^ 3 / 2 := by
  have hi : A * A⁻¹ = 1 := mul_inv_cancel₀ hA.ne'
  -- a perfect square fixes the density when the kinetic factor is the exchange factor squared
  have key : ∀ c x : ℝ, A * c ^ 2 * x ^ 2 - B * c * x = -B ^ 2 / (4 * A) →
      2 * A * (c * x) = B := by
    intro c x h
    have hsq : (2 * A * (c * x) - B) ^ 2 = 0 := by
      linear_combination 4 * A * h - B ^ 2 * hi
    exact sub_eq_zero.mp ((pow_eq_zero_iff two_ne_zero).mp hsq)
  have hphi : ∀ p : ℝ, phi p 0 = 1 := by intro p; norm_num [phi]
  have k₀ : 2 * A * (1 * x₀) = B := by
    apply key
    unfold energy at h₀
    rw [hphi, hphi] at h₀
    linear_combination h₀
  have h11 : |(1 : ℝ)| ≤ 1 := by norm_num
  have k₁ : 2 * A * (phi (4 / 3) 1 * x₁) = B := by
    apply key
    rw [← (phi_eq_sq_iff h11).mpr (Or.inr (Or.inr rfl))]
    exact h₁
  -- the exchange factor at full polarisation is the cube root of two
  have hc : phi (4 / 3) 1 ^ 3 = 2 := by
    obtain ⟨c4, -, c3⟩ := rpow_thirds (show (0 : ℝ) ≤ 2 by norm_num)
    have hval : phi (4 / 3) 1 = (2 : ℝ) ^ (1 / 3 : ℝ) := by
      have e : phi (4 / 3) 1 = (2 : ℝ) ^ (4 / 3 : ℝ) / 2 := by
        unfold phi
        rw [sub_self, Real.zero_rpow (by norm_num), add_zero, one_add_one_eq_two]
      rw [e, c4, pow_succ, c3]
      ring
    rw [hval, c3]
  have hx : phi (4 / 3) 1 * x₁ = 1 * x₀ :=
    mul_left_cancel₀ (mul_pos two_pos hA).ne' (k₁.trans k₀.symm)
  rw [one_mul] at hx
  rw [← hx, mul_pow, hc]
  ring

end

end SpinScalingRelaxation
```

```lean
#print axioms SpinScalingRelaxation.unpolarised_lt_partial
#print axioms SpinScalingRelaxation.polarised_density_half
```

```
'SpinScalingRelaxation.unpolarised_lt_partial' depends on axioms: [propext, Classical.choice, Quot.sound]
'SpinScalingRelaxation.polarised_density_half' depends on axioms: [propext, Classical.choice, Quot.sound]
```
